# A free positive-energy Dirac spinor with mass m > 0, momentum p and positive helicity has left-chiral weight (1 − p/E)/2

If I treat positive helicity as the same thing as right chirality, the decay $\pi^-\to\mu^-\bar\nu$ becomes impossible. The pion has no spin and the antineutrino, taken as massless, has positive helicity, so in the pion's rest frame the muon must have positive helicity too, yet the weak current couples only to its left-chiral part. The decay does happen, so that part can't be zero. How large is it at momentum $p$? I have seen both $m^2/4E^2$ and $m^2/2E^2$ as estimates.

## Both estimates are bounds on one exact weight

Write the spinor as a left part $u_L$ and a right part $u_R$, each in $\mathbb{C}^2$. Let $p\ge0$ be the size of the momentum, $n$ its direction, $S=\sigma\cdot n$ and $E=\sqrt{p^2+m^2}$, in units with $c=1$. The free Dirac equation gives $(E+pS)u_L=m\,u_R$.

For positive helicity, $Su_L=u_L$, so $m\,u_R=(E+p)u_L$. With $L=|u_L|^2$ and $R=|u_R|^2$,
$$m^2R=(E+p)^2L.$$
Multiply by $E-p$, use $(E-p)(E+p)=m^2$ and cancel $m^2$: $(E-p)R=(E+p)L$. Adding $(E-p)L$ to both sides gives $(E-p)(L+R)=2EL$, so
$$w=\frac{L}{L+R}=\frac12\left(1-\frac pE\right).$$

Put $v=p/E$. Then $0\le v<1$ and $m^2/E^2=1-v^2$, so
$$w-\frac{m^2}{4E^2}=\frac{(1-v)^2}{4}\ge0,\qquad \frac{m^2}{2E^2}-w=\frac{v(1-v)}{2}\ge0.$$
The weight is positive because $v<1$. At rest it is $1/2$, and $n$ is then just the chosen spin axis. The upper bound is reached at rest; at high energy the ratio of the weight to the lower bound tends to 1.

Without definite helicity, take $n$ to be a unit vector, so $S^2=1$. Applying $S$ to the Dirac relation gives $m\,Su_R=ESu_L+pu_L$, hence
$$m(E-pS)u_R=(E^2-p^2)u_L=m^2u_L,$$
and so $(E-pS)u_R=m\,u_L$. Contract the original relation with $u_L^\dagger$ and this one with $u_R^\dagger$. The right-hand sides have equal real parts, so subtraction gives
$$E(R-L)=p\,(u_L^\dagger Su_L+u_R^\dagger Su_R).$$
Dividing by $E(L+R)$ yields $w=(1-(p/E)h)/2$, where $h$ is the mean of $S$ over both parts.

## In pion decay

In the pion's rest frame, with a massless antineutrino, the squared amplitude contains the factor $|u_L|^2$. In the normalisation $L+R=2E$ this is $E-p=m^2/(E+p)=m^2/M$, where $M$ is the pion mass. For free plane-wave leptons at tree level, this is the helicity suppression by the lepton mass.

## The sign of the helicity matters

Definite helicity of either sign is not enough for the formula with $-p/E$. Take $m=3$, $p=4$, $E=5$, $n$ along $z$, $u_L=(0,3)$ and $u_R=(0,1)$. The Dirac relation holds with $Su_L=-u_L$, but the weight is $9/10$ instead of $1/10$.

## What the Lean statements say

`leftWeight_positive_helicity` contains the formula, both bounds, positivity and the value at rest. It assumes $m>0$, $p\ge0$, a nonzero spinor, `SolvesDirac` and $Su_L=u_L$. The unit length of $n$ and the helicity of $u_R$ follow from these. `leftWeight_of_helicity` treats either sign $\varepsilon=\pm1$, and `leftWeight_eq_meanHelicity` any nonzero solution with unit $n$.

The components `n 0`, `n 1`, `n 2` are $x,y,z$. `density` is a squared norm, not a density in space, and `spinProjection` is unnormalised. `SolvesDirac` is the two-component relation itself; its derivation from the Dirac equation for a plane wave is taken as given.

```lean
import Mathlib

open Matrix

namespace ChiralWeight

noncomputable section

/-- The relativistic energy `E = √(p² + m²)`. -/
def energy (p m : ℝ) : ℝ := Real.sqrt (p ^ 2 + m ^ 2)

/-- The spin matrix `σ·n` for a real vector `n`, in the standard Pauli basis. -/
def sigmaDot (n : Fin 3 → ℝ) : Matrix (Fin 2) (Fin 2) ℂ :=
  !![(n 2 : ℂ), (n 0 : ℂ) - (n 1 : ℂ) * Complex.I;
     (n 0 : ℂ) + (n 1 : ℂ) * Complex.I, -(n 2 : ℂ)]

/-- The Dirac relation `(E + p σ·n) uL = m uR` between the two chiral parts. -/
def SolvesDirac (m p : ℝ) (n : Fin 3 → ℝ) (uL uR : Fin 2 → ℂ) : Prop :=
  (energy p m : ℂ) • uL + (p : ℂ) • (sigmaDot n *ᵥ uL) = (m : ℂ) • uR

/-- The squared norm of a two-component spinor. -/
def density (u : Fin 2 → ℂ) : ℝ := ∑ i, Complex.normSq (u i)

/-- The unnormalised spin projection `u† (σ·n) u`. -/
def spinProjection (n : Fin 3 → ℝ) (u : Fin 2 → ℂ) : ℝ :=
  (star u ⬝ᵥ (sigmaDot n *ᵥ u)).re

/-- The left-chiral share of the squared norm, for `uL` and `uR` not both zero. -/
def leftWeight (uL uR : Fin 2 → ℂ) : ℝ := density uL / (density uL + density uR)

/-- The mean of `σ·n` over both chiral parts, for `uL` and `uR` not both zero. -/
def meanHelicity (n : Fin 3 → ℝ) (uL uR : Fin 2 → ℂ) : ℝ :=
  (spinProjection n uL + spinProjection n uR) / (density uL + density uR)

/-- The energy obeys `E² = p² + m²`. -/
theorem energy_sq (p m : ℝ) : energy p m ^ 2 = p ^ 2 + m ^ 2 :=
  Real.sq_sqrt (by positivity)

/-- A spinor whose chiral parts are not both zero has positive squared norm. -/
theorem total_density_pos {uL uR : Fin 2 → ℂ} (h0 : uL ≠ 0 ∨ uR ≠ 0) :
    0 < density uL + density uR := by
  have nonneg : ∀ u, 0 ≤ density u := fun u =>
    Finset.sum_nonneg (fun i _ => Complex.normSq_nonneg (u i))
  have pos : ∀ u, u ≠ 0 → 0 < density u := by
    intro u hu
    obtain ⟨i, hi⟩ := Function.ne_iff.mp hu
    unfold density
    exact Finset.sum_pos' (fun j _ => Complex.normSq_nonneg _)
      ⟨i, Finset.mem_univ i, Complex.normSq_pos.mpr hi⟩
  rcases h0 with h | h
  · linarith [pos uL h, nonneg uR]
  · linarith [pos uR h, nonneg uL]

/-- For a unit vector `n`, the spin matrix squares to one. -/
theorem sigmaDot_sq {n : Fin 3 → ℝ} (hn : n 0 ^ 2 + n 1 ^ 2 + n 2 ^ 2 = 1) :
    sigmaDot n * sigmaDot n = 1 := by
  have hc : (n 0 : ℂ) ^ 2 + (n 1 : ℂ) ^ 2 + (n 2 : ℂ) ^ 2 = 1 := by exact_mod_cast hn
  have h00 : (n 2 : ℂ) * (n 2 : ℂ) + ((n 0 : ℂ) - (n 1 : ℂ) * Complex.I) *
      ((n 0 : ℂ) + (n 1 : ℂ) * Complex.I) = 1 := by
    linear_combination hc - (n 1 : ℂ) ^ 2 * Complex.I_sq
  have h01 : (n 2 : ℂ) * ((n 0 : ℂ) - (n 1 : ℂ) * Complex.I) +
      ((n 0 : ℂ) - (n 1 : ℂ) * Complex.I) * (-(n 2 : ℂ)) = 0 := by ring
  have h10 : ((n 0 : ℂ) + (n 1 : ℂ) * Complex.I) * (n 2 : ℂ) +
      (-(n 2 : ℂ)) * ((n 0 : ℂ) + (n 1 : ℂ) * Complex.I) = 0 := by ring
  have h11 : ((n 0 : ℂ) + (n 1 : ℂ) * Complex.I) * ((n 0 : ℂ) - (n 1 : ℂ) * Complex.I) +
      (-(n 2 : ℂ)) * (-(n 2 : ℂ)) = 1 := by
    linear_combination hc - (n 1 : ℂ) ^ 2 * Complex.I_sq
  rw [sigmaDot, Matrix.mul_fin_two, Matrix.one_fin_two, h00, h01, h10, h11]

/-- For nonzero mass and a unit vector `n`, the Dirac relation implies its companion
`(E - p σ·n) uR = m uL`. -/
theorem companion_equation {m p : ℝ} {n : Fin 3 → ℝ} {uL uR : Fin 2 → ℂ} (hm : m ≠ 0)
    (hn : n 0 ^ 2 + n 1 ^ 2 + n 2 ^ 2 = 1) (h : SolvesDirac m p n uL uR) :
    (energy p m : ℂ) • uR - (p : ℂ) • (sigmaDot n *ᵥ uR) = (m : ℂ) • uL := by
  unfold SolvesDirac at h
  have hs : sigmaDot n *ᵥ (sigmaDot n *ᵥ uL) = uL := by
    rw [Matrix.mulVec_mulVec, sigmaDot_sq hn, Matrix.one_mulVec]
  -- apply the spin matrix to the Dirac relation
  have hsR : (m : ℂ) • (sigmaDot n *ᵥ uR) =
      (energy p m : ℂ) • (sigmaDot n *ᵥ uL) + (p : ℂ) • uL := by
    rw [← Matrix.mulVec_smul, ← h, Matrix.mulVec_add, Matrix.mulVec_smul,
      Matrix.mulVec_smul, hs]
  have hE : (energy p m : ℂ) ^ 2 = (p : ℂ) ^ 2 + (m : ℂ) ^ 2 := by
    exact_mod_cast energy_sq p m
  have hmC : (m : ℂ) ≠ 0 := by exact_mod_cast hm
  ext i
  have a := congrFun h i
  have b := congrFun hsR i
  simp only [Pi.add_apply, Pi.sub_apply, Pi.smul_apply, smul_eq_mul] at a b ⊢
  apply mul_left_cancel₀ hmC
  linear_combination -(energy p m : ℂ) * a - (p : ℂ) * b + uL i * hE

/-- For positive mass, a unit vector `n` and any nonzero solution of the Dirac relation,
the left-chiral weight is `(1 - (p/E) h)/2`, with `h` the mean helicity. -/
theorem leftWeight_eq_meanHelicity {m p : ℝ} {n : Fin 3 → ℝ} {uL uR : Fin 2 → ℂ}
    (hm : 0 < m) (hn : n 0 ^ 2 + n 1 ^ 2 + n 2 ^ 2 = 1) (h0 : uL ≠ 0 ∨ uR ≠ 0)
    (h : SolvesDirac m p n uL uR) :
    leftWeight uL uR = (1 - p / energy p m * meanHelicity n uL uR) / 2 := by
  have hN := (total_density_pos h0).ne'
  have hE : energy p m ≠ 0 := (Real.sqrt_pos.mpr (by positivity)).ne'
  -- contract the two chiral equations with `uL` and `uR`, then subtract
  have hb : energy p m * (density uR - density uL) =
      p * (spinProjection n uL + spinProjection n uR) := by
    have a := congrArg (fun v => (star uL ⬝ᵥ v).re) h
    have b := congrArg (fun v => (star uR ⬝ᵥ v).re) (companion_equation hm.ne' hn h)
    simp only [density, spinProjection, dotProduct, Fin.sum_univ_two, Pi.add_apply,
      Pi.sub_apply, Pi.smul_apply, Pi.star_apply, smul_eq_mul, Complex.star_def,
      Complex.add_re, Complex.add_im, Complex.sub_re, Complex.sub_im, Complex.mul_re,
      Complex.mul_im, Complex.conj_re, Complex.conj_im, Complex.ofReal_re,
      Complex.ofReal_im, Complex.normSq_apply] at a b ⊢
    linear_combination b - a
  have hq : p / energy p m * meanHelicity n uL uR =
      (density uR - density uL) / (density uL + density uR) := by
    rw [meanHelicity, div_mul_div_comm, div_eq_div_iff (mul_ne_zero hE hN) hN]
    linear_combination -(density uL + density uR) * hb
  have hc := div_mul_cancel₀ (density uR - density uL) hN
  rw [hq, leftWeight, div_eq_iff hN]
  linear_combination (1 / 2) * hc

/-- For positive mass and a nonzero solution whose left part has `σ·n = ε` with `ε = ±1`,
the left-chiral weight is `(1 - ε p/E)/2`. -/
theorem leftWeight_of_helicity {m p ε : ℝ} {n : Fin 3 → ℝ} {uL uR : Fin 2 → ℂ}
    (hm : 0 < m) (hε : ε ^ 2 = 1) (h0 : uL ≠ 0 ∨ uR ≠ 0)
    (h : SolvesDirac m p n uL uR) (hel : sigmaDot n *ᵥ uL = (ε : ℂ) • uL) :
    leftWeight uL uR = (1 - ε * p / energy p m) / 2 := by
  have hN := (total_density_pos h0).ne'
  have hE : energy p m ≠ 0 := (Real.sqrt_pos.mpr (by positivity)).ne'
  unfold SolvesDirac at h
  -- the right part is the left part rescaled by `(E + ε p)/m`
  have hc : ∀ i, m * m * Complex.normSq (uR i) =
      (energy p m + ε * p) * (energy p m + ε * p) * Complex.normSq (uL i) := by
    intro i
    have a := congrFun h i
    have b := congrFun hel i
    simp only [Pi.add_apply, Pi.smul_apply, smul_eq_mul] at a b
    have c : (m : ℂ) * uR i = ((energy p m + ε * p : ℝ) : ℂ) * uL i := by
      push_cast
      linear_combination -a + (p : ℂ) * b
    have d := congrArg Complex.normSq c
    simpa only [Complex.normSq_mul, Complex.normSq_ofReal] using d
  have hR : m ^ 2 * density uR = (energy p m + ε * p) ^ 2 * density uL := by
    simp only [density, Fin.sum_univ_two]
    linear_combination hc 0 + hc 1
  have key : (energy p m + ε * p) * density uL = (energy p m - ε * p) * density uR := by
    apply mul_left_cancel₀ (pow_ne_zero 2 hm.ne')
    linear_combination -(energy p m - ε * p) * hR
      - (energy p m + ε * p) * density uL * energy_sq p m
      + (energy p m + ε * p) * density uL * p ^ 2 * hε
  have hq := div_mul_cancel₀ (ε * p) hE
  rw [leftWeight, div_eq_iff hN]
  apply mul_left_cancel₀ hE
  linear_combination (1 / 2) * key + (density uL + density uR) / 2 * hq

/-- For `m > 0`, `p ≥ 0` and a nonzero solution whose left part has `σ·n = 1`, the
left-chiral weight is `(1 - p/E)/2`, lies between `m²/(4E²)` and `m²/(2E²)`, is positive,
and equals one half at rest. -/
theorem leftWeight_positive_helicity {m p : ℝ} {n : Fin 3 → ℝ} {uL uR : Fin 2 → ℂ}
    (hm : 0 < m) (hp : 0 ≤ p) (h0 : uL ≠ 0 ∨ uR ≠ 0)
    (h : SolvesDirac m p n uL uR) (hel : sigmaDot n *ᵥ uL = uL) :
    leftWeight uL uR = (1 - p / energy p m) / 2 ∧
    m ^ 2 / (4 * energy p m ^ 2) ≤ leftWeight uL uR ∧
    leftWeight uL uR ≤ m ^ 2 / (2 * energy p m ^ 2) ∧
    0 < leftWeight uL uR ∧ (p = 0 → leftWeight uL uR = 1 / 2) := by
  have hW : leftWeight uL uR = (1 - p / energy p m) / 2 := by
    have := leftWeight_of_helicity (ε := 1) hm (by norm_num) h0 h (by simpa using hel)
    rwa [one_mul] at this
  have hE : 0 < energy p m := Real.sqrt_pos.mpr (by positivity)
  have hsq := energy_sq p m
  have hlt : p < energy p m :=
    lt_of_pow_lt_pow_left₀ 2 hE.le (by linarith [pow_pos hm 2])
  -- work with the velocity `v = p/E`, which lies in `[0, 1)`
  obtain ⟨v, hv⟩ : ∃ v, v = p / energy p m := ⟨_, rfl⟩
  have hv0 : 0 ≤ v := by rw [hv]; exact div_nonneg hp hE.le
  have hv1 : v < 1 := by rw [hv, div_lt_one hE]; exact hlt
  have hvE : v * energy p m = p := by rw [hv]; exact div_mul_cancel₀ p hE.ne'
  have hm2 : m ^ 2 = (1 - v ^ 2) * energy p m ^ 2 := by
    linear_combination -hsq + (v * energy p m + p) * hvE
  rw [← hv] at hW
  refine ⟨by rw [hW, hv], ?_, ?_, by rw [hW]; linarith, ?_⟩
  · rw [hW, div_le_iff₀ (by positivity), hm2]
    nlinarith [mul_nonneg (sq_nonneg (energy p m)) (sq_nonneg (1 - v))]
  · rw [hW, le_div_iff₀ (by positivity), hm2]
    nlinarith [mul_nonneg (sq_nonneg (energy p m)) (mul_nonneg hv0 (sub_nonneg.mpr hv1.le))]
  · intro hp0
    rw [hW, hv, hp0, zero_div, sub_zero]

/-- For positive mass, the spinor with `uL = (m, 0)` and `uR = (E + p, 0)` is nonzero, solves
the Dirac relation along the z axis, and its left part has `σ·n = 1`. -/
theorem positive_helicity_witness {m : ℝ} (p : ℝ) (hm : 0 < m) :
    SolvesDirac m p ![0, 0, 1] ![(m : ℂ), 0] ![(energy p m : ℂ) + (p : ℂ), 0] ∧
    sigmaDot ![0, 0, 1] *ᵥ ![(m : ℂ), 0] = ![(m : ℂ), 0] ∧
    (![(m : ℂ), 0] : Fin 2 → ℂ) ≠ 0 := by
  have hs : sigmaDot ![0, 0, 1] *ᵥ ![(m : ℂ), 0] = ![(m : ℂ), 0] := by
    ext i
    fin_cases i <;> simp [sigmaDot, Matrix.mulVec, dotProduct, Fin.sum_univ_two]
  refine ⟨?_, hs, ?_⟩
  · unfold SolvesDirac
    rw [hs]
    ext i
    fin_cases i
    · change (energy p m : ℂ) * (m : ℂ) + (p : ℂ) * (m : ℂ) =
        (m : ℂ) * ((energy p m : ℂ) + (p : ℂ))
      ring
    · simp
  · intro h
    have h1 : (m : ℂ) = 0 := congrFun h 0
    exact hm.ne' (by exact_mod_cast h1)

end

end ChiralWeight
```

```lean
#print axioms ChiralWeight.leftWeight_eq_meanHelicity
-- 'ChiralWeight.leftWeight_eq_meanHelicity' depends on axioms: [propext, Classical.choice, Quot.sound]
#print axioms ChiralWeight.leftWeight_positive_helicity
-- 'ChiralWeight.leftWeight_positive_helicity' depends on axioms: [propext, Classical.choice, Quot.sound]
```

## From the algebra to the Lean proof

`sigmaDot_sq` checks $S^2=1$ entry by entry, and `companion_equation` uses it to obtain the second chiral equation, cancelling $m$ at the end. In `leftWeight_eq_meanHelicity`, the two `congrArg` lines are the contractions and `linear_combination b - a` is the subtraction.

In `leftWeight_of_helicity`, `hR` is the relation between $R$ and $L$, and `key` is its form after cancelling $m^2$. The positive-helicity theorem sets $\varepsilon=1$ and introduces $v$; `nlinarith` then receives the nonnegative products behind the two bounds.

`positive_helicity_witness` supplies a solution along $z$, $u_L=(m,0)$ and $u_R=(E+p,0)$. Dividing both by $\sqrt{2E(E+p)}$ gives $L+R=1$.
